# A limit of matrix powers Bᵏ is the projector onto ker(1 − B) along range(1 − B)

To state a theorem about the powers Bᵏ of a square matrix B, with k the step number, one must fix what "converge" means and whether convergence is assumed or derived. Here B is a complex matrix of finite size N, convergence is entry by entry, and the existence of a limit P is a hypothesis. Physically it says that the linear iteration eₖ₊₁ = B eₖ settles for every starting error e₀. For simple mixing in a self-consistent-field loop, linearised at a fixed point in a finite basis with constant mixing parameter α, B = (1 − α)·1 + αJ, where J is the Jacobian of the SCF map. Nonlinear terms, history-dependent mixing and convergence rates are not covered.

## The iteration and its two subspaces

```lean
import Mathlib

open Matrix Filter Topology

namespace MatrixPowerLimit

variable {n : Type*} [Fintype n] [DecidableEq n]
```

The finite type `n` labels rows and columns and has N elements. Vectors have type `n → ℂ`.

```lean
/-- The powers `B^k` of the error-propagation matrix converge entrywise to `P`. -/
def PowersConverge (B P : Matrix n n ℂ) : Prop :=
  Tendsto (fun k : ℕ => B ^ k) atTop (𝓝 P)
```

`Tendsto f atTop (𝓝 a)` reads "f(k) → a as k → ∞". Matrices carry the product topology, so every entry of Bᵏ tends to the matching entry of P.

```lean
/-- The error after `k` steps of the linear iteration `e ↦ B e` started from `e₀`. -/
def err (B : Matrix n n ℂ) (e₀ : n → ℂ) : ℕ → n → ℂ
  | 0 => e₀
  | k + 1 => B *ᵥ err B e₀ k
```

`*ᵥ` is the matrix–vector product, and `err B e₀ k` is eₖ.

```lean
/-- The neutral modes: the kernel of `1 - B`, the vectors left unchanged by one step. -/
noncomputable def neutral (B : Matrix n n ℂ) : Submodule ℂ (n → ℂ) :=
  LinearMap.ker (1 - B).mulVecLin
```

`mulVecLin` turns a matrix into a linear map, and `1` is the identity matrix. A neutral mode obeys Bx = x.

```lean
/-- The range of `1 - B`: the vectors of the form `y - B y`. -/
noncomputable def residuals (B : Matrix n n ℂ) : Submodule ℂ (n → ℂ) :=
  LinearMap.range (1 - B).mulVecLin
```

These are the vectors y − By, the changes that one step can produce.

## The limit is a projector

```lean
/-- If the powers of `B` converge to `P`, then `BP = P`, `PB = P` and `P² = P`. -/
theorem limit_algebra {B P : Matrix n n ℂ} (h : PowersConverge B P) :
    B * P = P ∧ P * B = P ∧ P * P = P := by
  have h0 : Tendsto (fun k : ℕ => B ^ k) atTop (𝓝 P) := h
  -- the shifted sequence has the same limit
  have h1 : Tendsto (fun k : ℕ => B ^ (k + 1)) atTop (𝓝 P) :=
    h0.comp (tendsto_add_atTop_nat 1)
  have hl : B * P = P :=
    tendsto_nhds_unique ((h0.const_mul B).congr fun k => (pow_succ' B k).symm) h1
  have hr : P * B = P :=
    tendsto_nhds_unique ((h0.mul_const B).congr fun k => (pow_succ B k).symm) h1
  refine ⟨hl, hr, ?_⟩
  -- `B^k P = P` for every `k`; pass to the limit
  have hk : ∀ k : ℕ, B ^ k * P = P := by
    intro k
    induction k with
    | zero => simp
    | succ k ih => rw [pow_succ, mul_assoc, hl, ih]
  exact tendsto_nhds_unique ((h0.mul_const P).congr hk) tendsto_const_nhds
```

The shifted sequence Bᵏ⁺¹ also tends to P (`h1`). Multiplication by a fixed matrix is continuous, so

Bᵏ⁺¹ = B·Bᵏ → BP,  Bᵏ⁺¹ = Bᵏ·B → PB,

which gives BP = P (`hl`) and PB = P (`hr`). Induction gives BᵏP = P for all k (`hk`), while BᵏP → P², so P² = P.

The equalities rest on `tendsto_nhds_unique`: in a Hausdorff space such as the complex matrices, two limits of one sequence are equal. Lean needs both limit statements to concern the same function of k. `h0.const_mul B` speaks of B·Bᵏ and `h1` of Bᵏ⁺¹, so `.congr` carries a limit across a term-by-term equality, here `pow_succ'`. For P² the second limit is `tendsto_const_nhds`, that of a constant sequence.

```lean
/-- If the powers of `B` converge to `P`, the error of the iteration converges to `P e₀`. -/
theorem err_tendsto {B P : Matrix n n ℂ} (h : PowersConverge B P) (e₀ : n → ℂ) :
    Tendsto (err B e₀) atTop (𝓝 (P *ᵥ e₀)) := by
  have hk : ∀ k : ℕ, (B ^ k) *ᵥ e₀ = err B e₀ k := by
    intro k
    induction k with
    | zero => simp [err]
    | succ k ih => rw [pow_succ', ← Matrix.mulVec_mulVec, ih, err]
  have hc : Continuous fun M : Matrix n n ℂ => M *ᵥ e₀ :=
    Continuous.matrix_mulVec continuous_id continuous_const
  exact ((hc.tendsto P).comp h).congr hk
```

Induction gives eₖ = Bᵏe₀. The map M ↦ M e₀ is continuous (`hc`), hence

eₖ → P e₀.

```lean
/-- The range of the limit `P` is the space of neutral modes, `ker (1 - B)`. -/
theorem range_limit {B P : Matrix n n ℂ} (h : PowersConverge B P) :
    LinearMap.range P.mulVecLin = neutral B := by
  obtain ⟨hl, -, -⟩ := limit_algebra h
  ext x
  simp only [neutral, LinearMap.mem_range, LinearMap.mem_ker, Matrix.mulVecLin_apply]
  constructor
  · rintro ⟨y, rfl⟩
    rw [Matrix.mulVec_mulVec, sub_mul, one_mul, hl, sub_self, Matrix.zero_mulVec]
  · intro hx
    rw [Matrix.sub_mulVec, Matrix.one_mulVec, sub_eq_zero] at hx
    -- a neutral error never changes, so it equals its limit `P x`
    have hk : ∀ k : ℕ, err B x k = x := by
      intro k
      induction k with
      | zero => rfl
      | succ k ih => rw [err, ih, ← hx]
    exact ⟨x, tendsto_nhds_unique ((err_tendsto h x).congr hk) tendsto_const_nhds⟩
```

The range of P equals ker(1 − B). For x = Py,

(1 − B)Py = (P − BP)y = 0.

Conversely, if Bx = x, the error started at x stays at x while tending to Px, so x = Px by uniqueness of limits.

```lean
/-- The kernel of the limit `P` is the range of `1 - B`. -/
theorem ker_limit {B P : Matrix n n ℂ} (h : PowersConverge B P) :
    LinearMap.ker P.mulVecLin = residuals B := by
  obtain ⟨-, hr, -⟩ := limit_algebra h
  symm
  apply Submodule.eq_of_le_of_finrank_eq
  · rintro x ⟨y, rfl⟩
    simp only [LinearMap.mem_ker, Matrix.mulVecLin_apply]
    rw [Matrix.mulVec_mulVec, mul_sub, mul_one, hr, sub_self, Matrix.zero_mulVec]
  · -- rank-nullity for `P` and for `1 - B`
    have h1 := LinearMap.finrank_range_add_finrank_ker P.mulVecLin
    have h2 := LinearMap.finrank_range_add_finrank_ker (1 - B).mulVecLin
    rw [range_limit h] at h1
    unfold neutral at h1
    unfold residuals
    omega
```

The kernel of P equals range(1 − B). One inclusion follows from

P(1 − B)y = (P − PB)y = 0.

Rank–nullity gives two counts, `h1` and `h2`:

dim range P + dim ker P = N,

dim range(1 − B) + dim ker(1 − B) = N.

Since range P = ker(1 − B), subtraction (`omega`) yields dim ker P = dim range(1 − B). `Submodule.eq_of_le_of_finrank_eq` turns inclusion with equal dimension into equality, and this step uses finite N.

```lean
/-- If the powers of `B` converge to `P`, then `P² = P`, `BP = PB = P`, the range of `P` is
`ker (1 - B)` and the kernel of `P` is the range of `1 - B`. -/
theorem limit_of_powers {B P : Matrix n n ℂ} (h : PowersConverge B P) :
    P * P = P ∧ B * P = P ∧ P * B = P ∧
      LinearMap.range P.mulVecLin = LinearMap.ker (1 - B).mulVecLin ∧
      LinearMap.ker P.mulVecLin = LinearMap.range (1 - B).mulVecLin :=
  ⟨(limit_algebra h).2.2, (limit_algebra h).1, (limit_algebra h).2.1,
    range_limit h, ker_limit h⟩
```

The five conclusions are collected with both subspaces written out. Nothing is assumed about B beyond convergence of its powers, neither hermiticity nor diagonalisability.

## The error that survives

```lean
/-- When the powers of `B` converge, the error tends to `v` exactly when `v` is a neutral mode
and `e₀ - v` lies in the range of `1 - B`. -/
theorem surviving_error {B P : Matrix n n ℂ} (h : PowersConverge B P) (e₀ v : n → ℂ) :
    Tendsto (err B e₀) atTop (𝓝 v) ↔ v ∈ neutral B ∧ e₀ - v ∈ residuals B := by
  obtain ⟨-, -, hP⟩ := limit_algebra h
  rw [← range_limit h, ← ker_limit h]
  simp only [LinearMap.mem_range, LinearMap.mem_ker, Matrix.mulVecLin_apply]
  constructor
  · intro hv
    have e : P *ᵥ e₀ = v := tendsto_nhds_unique (err_tendsto h e₀) hv
    refine ⟨⟨e₀, e⟩, ?_⟩
    rw [← e, Matrix.mulVec_sub, Matrix.mulVec_mulVec, hP, sub_self]
  · rintro ⟨⟨y, rfl⟩, hv⟩
    rw [Matrix.mulVec_sub, Matrix.mulVec_mulVec, hP, sub_eq_zero] at hv
    rw [← hv]
    exact err_tendsto h e₀
```

The error tends to v exactly when Bv = v and e₀ − v lies in range(1 − B). The proof first rewrites these subspaces as range P and ker P. If eₖ → v, then v = Pe₀ and

P(e₀ − Pe₀) = Pe₀ − P²e₀ = 0.

Conversely, if v = Py and P(e₀ − Py) = 0, then Pe₀ = P²y = Py = v. Because limits are unique, exactly one v meets both conditions: the neutral component of e₀.

```lean
/-- When the powers of `B` converge, the error tends to zero exactly when the initial error
lies in the range of `1 - B`. -/
theorem err_tendsto_zero_iff {B P : Matrix n n ℂ} (h : PowersConverge B P) (e₀ : n → ℂ) :
    Tendsto (err B e₀) atTop (𝓝 0) ↔ e₀ ∈ residuals B := by
  rw [surviving_error h]
  simp
```

Setting v = 0 shows that the error dies exactly when e₀ lies in range(1 − B).

## Eigenvalues and an example

```lean
/-- If the powers of `B` converge, every eigenvalue `μ` of `B` is `1` or has modulus
below `1`. -/
theorem eigenvalue_condition {B P : Matrix n n ℂ} (h : PowersConverge B P) {μ : ℂ}
    {v : n → ℂ} (hv : v ≠ 0) (hB : B *ᵥ v = μ • v) : μ = 1 ∨ ‖μ‖ < 1 := by
  obtain ⟨-, hr, -⟩ := limit_algebra h
  by_cases h1 : μ = 1
  · exact Or.inl h1
  right
  -- `P v = P B v = μ P v` forces `P v = 0`
  have hPv : P *ᵥ v = 0 := by
    have e : P *ᵥ v = μ • P *ᵥ v := by
      rw [← Matrix.mulVec_smul, ← hB, Matrix.mulVec_mulVec, hr]
    have e2 : (1 - μ) • P *ᵥ v = 0 := by rw [sub_smul, one_smul, ← e, sub_self]
    exact (smul_eq_zero.mp e2).resolve_left (sub_ne_zero.mpr (Ne.symm h1))
  have hk : ∀ k : ℕ, err B v k = μ ^ k • v := by
    intro k
    induction k with
    | zero => simp [err]
    | succ k ih => rw [err, ih, Matrix.mulVec_smul, hB, smul_smul, pow_succ]
  -- so `μ^k v → 0`; read off a nonzero component
  obtain ⟨i, hi⟩ := Function.ne_iff.mp hv
  have hi' : v i ≠ 0 := hi
  have ht := tendsto_pi_nhds.mp ((err_tendsto h v).congr hk) i
  rw [hPv] at ht
  have hμ : Tendsto (fun k : ℕ => μ ^ k) atTop (𝓝 0) := by
    simpa [mul_assoc, mul_inv_cancel₀ hi'] using ht.mul_const (v i)⁻¹
  exact tendsto_pow_atTop_nhds_zero_iff_norm_lt_one.mp hμ
```

Let Bv = μv with v ≠ 0 and μ ≠ 1; `‖μ‖` is the modulus |μ|. From

Pv = PBv = μPv

follows (1 − μ)Pv = 0, so Pv = 0. The error started at v is μᵏv and tends to Pv = 0. Dividing a component i with vᵢ ≠ 0 by vᵢ gives μᵏ → 0, which Mathlib equates with |μ| < 1.

A spectral hypothesis could have replaced `PowersConverge`, making convergence a conclusion. The condition above would not suffice: the Jordan block (1, 1; 0, 1), rows separated by a semicolon, has only the eigenvalue 1, yet its k-th power has off-diagonal entry k. One would add ker((1 − B)²) = ker(1 − B) and construct P by splitting the space, for instance through the Jordan form. That route, like the geometric reading closing the example below, is commentary that no theorem here proves.

```lean
/-- The powers of the matrix `[[1, 1/2], [0, 1/2]]` converge to `[[1, 1], [0, 0]]`. -/
theorem powersConverge_witness :
    PowersConverge (!![1, 1/2; 0, 1/2] : Matrix (Fin 2) (Fin 2) ℂ) !![1, 1; 0, 0] := by
  have hk : ∀ k : ℕ, (!![1, 1; 0, 0] : Matrix (Fin 2) (Fin 2) ℂ) +
      (1 / 2 : ℂ) ^ k • (!![0, -1; 0, 1] : Matrix (Fin 2) (Fin 2) ℂ) =
      (!![1, 1/2; 0, 1/2] : Matrix (Fin 2) (Fin 2) ℂ) ^ k := by
    intro k
    induction k with
    | zero => ext i j; fin_cases i <;> fin_cases j <;> simp
    | succ k ih =>
      rw [pow_succ (!![1, 1/2; 0, 1/2] : Matrix (Fin 2) (Fin 2) ℂ), ← ih,
        pow_succ (1 / 2 : ℂ)]
      generalize (1 / 2 : ℂ) ^ k = c
      ext i j
      fin_cases i <;> fin_cases j <;> simp [Matrix.mul_apply, Fin.sum_univ_succ]
      all_goals ring
  have hc : Tendsto (fun k : ℕ => (1 / 2 : ℂ) ^ k) atTop (𝓝 0) :=
    tendsto_pow_atTop_nhds_zero_of_norm_lt_one (by norm_num)
  have ht := (hc.smul_const (!![0, -1; 0, 1] : Matrix (Fin 2) (Fin 2) ℂ)).const_add
    (!![1, 1; 0, 0] : Matrix (Fin 2) (Fin 2) ℂ)
  rw [zero_smul, add_zero] at ht
  exact ht.congr hk

end MatrixPowerLimit
```

For B = (1, 1/2; 0, 1/2), put P = (1, 1; 0, 0) and Q = (0, −1; 0, 1). Then B = P + Q/2, P + Q = 1, P² = P, Q² = Q and PQ = QP = 0, so for every k ≥ 0

Bᵏ = P + (1/2)ᵏ Q,

which `hk` proves by induction, entry by entry, and (1/2)ᵏ → 0 is `hc`. A starting error with components (x₀, x₁) ends at (x₀ + x₁, 0). The neutral direction (1, 0) and the decaying direction (−1, 1)/√2 are not orthogonal, so P is oblique, and the orthogonal projection (x₀, 0) would misjudge the surviving error whenever x₁ ≠ 0.

```lean
#print axioms MatrixPowerLimit.limit_of_powers
#print axioms MatrixPowerLimit.err_tendsto_zero_iff
#print axioms MatrixPowerLimit.eigenvalue_condition
```

```
'MatrixPowerLimit.limit_of_powers' depends on axioms: [propext, Classical.choice, Quot.sound]
'MatrixPowerLimit.err_tendsto_zero_iff' depends on axioms: [propext, Classical.choice, Quot.sound]
'MatrixPowerLimit.eigenvalue_condition' depends on axioms: [propext, Classical.choice, Quot.sound]
```
